# The inverse overlap matrix gives the orthogonal projection onto the span of linearly independent vectors

For one nonzero vector $v$ in a complex inner-product space, applying $x\mapsto\langle v,x\rangle v$ twice gives $\langle v,v\rangle$ times the result of applying it once, so the map is idempotent only if $v$ has unit length, while dividing it by $\langle v,v\rangle$ always gives the orthogonal projection onto the line through $v$. For several linearly independent vectors $v_i$, the overlap matrix $S_{ij}=\langle v_i,v_j\rangle$ takes the place of that number.

In Lean 4 with Mathlib:

```lean
import Mathlib

open Matrix
open scoped ComplexOrder

namespace OverlapProjector

noncomputable section

variable {ι E : Type*} [Fintype ι] [NormedAddCommGroup E] [InnerProductSpace ℂ E]

/-- The overlap matrix `S i j = ⟨v i, v j⟩` of a family of vectors. -/
def overlap (v : ι → E) : Matrix ι ι ℂ := Matrix.of fun i j => inner ℂ (v i) (v j)

/-- The amplitudes `⟨v i, x⟩` of a vector `x` on the family. -/
def amplitudes (v : ι → E) (x : E) : ι → ℂ := fun i => inner ℂ (v i) x

/-- The expansion `∑ i, c i • v i` with coefficients `c`. -/
def combine (v : ι → E) (c : ι → ℂ) : E := ∑ i, c i • v i

/-- The map `x ↦ ∑ i, ⟨v i, x⟩ • v i`, which ignores the overlap. -/
def naive (v : ι → E) (x : E) : E := combine v (amplitudes v x)

/-- The amplitudes of an expansion are the overlap matrix applied to its coefficients. -/
theorem amplitudes_combine (v : ι → E) (c : ι → ℂ) :
    amplitudes v (combine v c) = overlap v *ᵥ c := by
  funext i
  simp only [amplitudes, combine, inner_sum, inner_smul_right, Matrix.mulVec, dotProduct,
    overlap, Matrix.of_apply]
  exact Finset.sum_congr rfl fun j _ => mul_comm _ _

/-- A vector orthogonal to every `v i` is orthogonal to every expansion in the `v i`. -/
theorem inner_combine_eq_zero (v : ι → E) {y : E} (hy : ∀ i, inner ℂ (v i) y = 0)
    (c : ι → ℂ) : inner ℂ (combine v c) y = 0 := by
  rw [combine, sum_inner]
  exact Finset.sum_eq_zero fun i _ => by rw [inner_smul_left, hy i, mul_zero]

/-- Coefficients annihilated by the overlap matrix expand to the zero vector. -/
theorem combine_eq_zero (v : ι → E) {c : ι → ℂ} (hc : overlap v *ᵥ c = 0) :
    combine v c = 0 := by
  have h : ∀ i, inner ℂ (v i) (combine v c) = 0 := fun i =>
    congrFun ((amplitudes_combine v c).trans hc) i
  exact (inner_self_eq_zero (𝕜 := ℂ)).mp (inner_combine_eq_zero v h c)

/-- The span of a finite family is finite-dimensional. -/
instance finiteDimensional_span (v : ι → E) :
    FiniteDimensional ℂ (Submodule.span ℂ (Set.range v)) :=
  FiniteDimensional.span_of_finite ℂ (Set.finite_range v)

variable [DecidableEq ι]

/-- The map `x ↦ ∑ i j, (S⁻¹) i j ⟨v j, x⟩ • v i`, for families with invertible overlap
matrix `S`. -/
def fit (v : ι → E) (x : E) : E := combine v ((overlap v)⁻¹ *ᵥ amplitudes v x)

/-- The overlap matrix of linearly independent vectors has nonzero determinant. -/
theorem overlap_det_ne_zero {v : ι → E} (hv : LinearIndependent ℂ v) :
    (overlap v).det ≠ 0 := by
  intro hdet
  obtain ⟨c, hc, h0⟩ := Matrix.exists_mulVec_eq_zero_iff.mpr hdet
  exact hc (funext fun i =>
    Fintype.linearIndependent_iff.mp hv c (combine_eq_zero v h0) i)

/-- For linearly independent `v i`, the residual `x - fit v x` is orthogonal to every `v k`. -/
theorem inner_residual {v : ι → E} (hv : LinearIndependent ℂ v) (x : E) (k : ι) :
    inner ℂ (v k) (x - fit v x) = 0 := by
  have h := congrFun (amplitudes_combine v ((overlap v)⁻¹ *ᵥ amplitudes v x)) k
  -- the inverse overlap cancels the overlap of the expansion
  rw [Matrix.mulVec_mulVec, Matrix.mul_nonsing_inv _ (overlap_det_ne_zero hv).isUnit,
    Matrix.one_mulVec] at h
  rw [inner_sub_right]
  exact sub_eq_zero.mpr h.symm

/-- For linearly independent `v i`, the map `x ↦ ∑ i j, (S⁻¹) i j ⟨v j, x⟩ • v i` is the
orthogonal projection onto the span of the `v i`. -/
theorem fit_eq_orthogonal_projection {v : ι → E} (hv : LinearIndependent ℂ v) (x : E) :
    fit v x = (Submodule.span ℂ (Set.range v)).starProjection x := by
  symm
  apply Submodule.eq_starProjection_of_mem_orthogonal
  · exact Submodule.sum_mem _ fun i _ =>
      Submodule.smul_mem _ _ (Submodule.subset_span ⟨i, rfl⟩)
  · rw [Submodule.mem_orthogonal]
    intro u hu
    obtain ⟨c, rfl⟩ := (Submodule.mem_span_range_iff_exists_fun ℂ).mp hu
    exact inner_combine_eq_zero v (inner_residual hv x) c

/-- For linearly independent `v i`, the squared error of any trial expansion is the squared
error of the fit plus the squared distance between the trial expansion and the fit. -/
theorem fit_error {v : ι → E} (hv : LinearIndependent ℂ v) (x : E) (c : ι → ℂ) :
    ‖x - combine v c‖ ^ 2 = ‖x - fit v x‖ ^ 2 + ‖fit v x - combine v c‖ ^ 2 := by
  have hs : fit v x - combine v c
      = combine v ((overlap v)⁻¹ *ᵥ amplitudes v x - c) := by
    simp only [fit, combine, Pi.sub_apply, sub_smul, Finset.sum_sub_distrib]
  have h0 : inner ℂ (fit v x - combine v c) (x - fit v x) = 0 := by
    rw [hs]
    exact inner_combine_eq_zero v (inner_residual hv x) _
  have hx : x - combine v c = (fit v x - combine v c) + (x - fit v x) := by abel
  rw [hx, norm_add_sq (𝕜 := ℂ), h0, map_zero]
  ring

/-- For any finite family, the map `x ↦ ∑ i, ⟨v i, x⟩ • v i` is idempotent exactly when the
overlap matrix is idempotent. -/
theorem naive_idempotent_iff_overlap_idempotent (v : ι → E) :
    (∀ x, naive v (naive v x) = naive v x) ↔ overlap v * overlap v = overlap v := by
  constructor
  · intro h
    -- sandwiching the operator identity between the vectors gives S³ = S²
    have key : overlap v * overlap v * overlap v = overlap v * overlap v := by
      apply Matrix.toLin'.injective
      refine LinearMap.ext fun c => ?_
      have hc := congrArg (amplitudes v) (h (combine v c))
      simp only [naive, amplitudes_combine, Matrix.mulVec_mulVec] at hc
      simpa only [Matrix.toLin'_apply, mul_assoc] using hc
    have hS : (overlap v)ᴴ = overlap v := by
      ext i j
      exact inner_conj_symm (v i) (v j)
    -- the Hermitian matrix S² - S has zero square
    have hD : (overlap v * overlap v - overlap v)ᴴ
        * (overlap v * overlap v - overlap v) = 0 := by
      rw [Matrix.conjTranspose_sub, Matrix.conjTranspose_mul, hS]
      calc (overlap v * overlap v - overlap v) * (overlap v * overlap v - overlap v)
          = overlap v * (overlap v * overlap v * overlap v - overlap v * overlap v)
            - (overlap v * overlap v * overlap v - overlap v * overlap v) := by
              noncomm_ring
        _ = 0 := by rw [key, sub_self, mul_zero, sub_zero]
    exact sub_eq_zero.mp (Matrix.conjTranspose_mul_self_eq_zero.mp hD)
  · intro h x
    have hs : combine v (overlap v *ᵥ amplitudes v x) - combine v (amplitudes v x)
        = combine v (overlap v *ᵥ amplitudes v x - amplitudes v x) := by
      simp only [combine, Pi.sub_apply, sub_smul, Finset.sum_sub_distrib]
    rw [← sub_eq_zero]
    simp only [naive, amplitudes_combine]
    rw [hs]
    apply combine_eq_zero
    rw [Matrix.mulVec_sub, Matrix.mulVec_mulVec, h, sub_self]

/-- For linearly independent `v i`, the map `x ↦ ∑ i, ⟨v i, x⟩ • v i` is idempotent exactly
when the overlap matrix is the identity. -/
theorem naive_idempotent_iff_orthonormal {v : ι → E} (hv : LinearIndependent ℂ v) :
    (∀ x, naive v (naive v x) = naive v x) ↔ overlap v = 1 := by
  rw [naive_idempotent_iff_overlap_idempotent]
  have hu := (overlap_det_ne_zero hv).isUnit
  constructor
  · intro h
    calc overlap v = (overlap v)⁻¹ * (overlap v * overlap v) := by
          rw [← mul_assoc, Matrix.nonsing_inv_mul _ hu, one_mul]
      _ = (overlap v)⁻¹ * overlap v := by rw [h]
      _ = 1 := Matrix.nonsing_inv_mul _ hu
  · intro h
    rw [h, one_mul]

/-- For the two vectors `3/5` and `4/5` in the one-dimensional space `ℂ`, the map
`x ↦ ∑ i, ⟨v i, x⟩ • v i` is the identity although the overlap matrix is not. -/
theorem redundant_family :
    (∀ x : ℂ, naive ![(3 / 5 : ℂ), 4 / 5] x = x) ∧
      overlap ![(3 / 5 : ℂ), 4 / 5] ≠ 1 := by
  constructor
  · intro x
    -- the real numbers 3, 4 and 5 are their own conjugates
    have h3 : (starRingEnd ℂ) 3 = 3 := Complex.conj_eq_iff_im.mpr (by simp)
    have h4 : (starRingEnd ℂ) 4 = 4 := Complex.conj_eq_iff_im.mpr (by simp)
    have h5 : (starRingEnd ℂ) 5 = 5 := Complex.conj_eq_iff_im.mpr (by simp)
    simp [naive, combine, amplitudes, Fin.sum_univ_two]
    rw [h3, h4, h5]
    ring
  · intro h
    have h01 := congrFun (congrFun h 0) 1
    norm_num [overlap] at h01

end

end OverlapProjector
```

```lean
#print axioms OverlapProjector.fit_eq_orthogonal_projection
#print axioms OverlapProjector.fit_error
#print axioms OverlapProjector.naive_idempotent_iff_orthonormal
#print axioms OverlapProjector.redundant_family
```

```
'OverlapProjector.fit_eq_orthogonal_projection' depends on axioms: [propext, Classical.choice, Quot.sound]
'OverlapProjector.fit_error' depends on axioms: [propext, Classical.choice, Quot.sound]
'OverlapProjector.naive_idempotent_iff_orthonormal' depends on axioms: [propext, Classical.choice, Quot.sound]
'OverlapProjector.redundant_family' depends on axioms: [propext, Classical.choice, Quot.sound]
```

## Two maps built from the same amplitudes

The family `v : ι → E` has a finite index set, but the space `E` may be infinite-dimensional. The inner product `inner ℂ` is conjugate-linear in its first argument, as in Dirac notation. The function `amplitudes` returns the column $a(x)$ with entries $a_i(x)=\langle v_i,x\rangle$, and `combine` turns coefficients $c$ into $\sum_i c_i v_i$. The two maps are

$$\mathrm{fit}(x)=\sum_{i,j}v_i(S^{-1})_{ij}\langle v_j,x\rangle,\qquad \mathrm{naive}(x)=\sum_i v_i\langle v_i,x\rangle.$$

For linearly independent vectors, `fit_eq_orthogonal_projection` identifies the first with the orthogonal projection onto their span, and `naive_idempotent_iff_orthonormal` says that the second is idempotent exactly when $S=1$, that is, when the vectors are orthonormal. For any finite family, the second is idempotent exactly when $S^2=S$.

The $v_i$ can be read as non-orthogonal atomic orbitals. For a finite, linearly independent basis with exact overlaps, `fit` gives the best approximation to a given orbital in the norm of `E`. The theorems do not address infinite families or rounding errors when $S$ is nearly singular.

## Why the residual is orthogonal

The amplitudes of an expansion are

$$\Big\langle v_i,\sum_j c_jv_j\Big\rangle=\sum_j S_{ij}c_j,$$

which is `amplitudes_combine`. If $Sc=0$, then $u=\sum_i c_iv_i$ is orthogonal to every $v_i$. Hence $\langle u,u\rangle=\sum_i c_i^*\langle v_i,u\rangle=0$ and $u=0$, as `combine_eq_zero` states. Independence then forces $c=0$, so $\det S\neq0$. Invertibility is therefore derived, in `overlap_det_ne_zero`.

The amplitudes of $\mathrm{fit}(x)$ are $SS^{-1}a(x)=a(x)$, so $\langle v_k,x-\mathrm{fit}(x)\rangle=0$ for every $k$. This is `inner_residual`. For any trial expansion $t=\sum_i c_iv_i$, the difference $\mathrm{fit}(x)-t$ lies in the span and is orthogonal to the residual. Expanding the squared norm leaves no cross term:

$$\|x-t\|^2=\|x-\mathrm{fit}(x)\|^2+\|\mathrm{fit}(x)-t\|^2.$$

This is `fit_error`, and it shows that no trial expansion has a smaller error than the fit.

## How Mathlib recognises the projection

Mathlib's `starProjection` is the orthogonal projection regarded as a map from `E` to itself. The lemma `Submodule.eq_starProjection_of_mem_orthogonal` identifies its value at $x$ from two properties: the candidate lies in the subspace, and $x$ minus the candidate lies in the orthogonal complement. After `apply`, these are the two goals. The first holds because the fit is a sum of multiples of the $v_i$. For the second, `Submodule.mem_span_range_iff_exists_fun` writes an arbitrary vector of the span as an expansion, and `inner_combine_eq_zero` extends the orthogonality from each $v_k$ to that expansion. The instance `finiteDimensional_span` guarantees that the projection exists even when `E` is not complete.

## When the bare sum is idempotent

Suppose that the naive map is idempotent. Applied to $\sum_i c_iv_i$, it gives coefficients $Sc$ after one application and $S^2c$ after two. Equating the amplitudes of the two results gives $S^3c=S^2c$ for every $c$, hence $S^3=S^2$, which is `key` in the code. The matrix $D=S^2-S$ is Hermitian, and

$$D^\dagger D=D^2=S(S^3-S^2)-(S^3-S^2)=0.$$

The diagonal entries of $D^\dagger D$ are $\sum_k|D_{ki}|^2$, so $D=0$ and $S^2=S$.

Conversely, let $S^2=S$. Two applications to $x$ differ from one by the expansion with coefficients $d=Sa(x)-a(x)$. Since $Sd=0$, `combine_eq_zero` makes this expansion vanish. For independent vectors, multiplying $S^2=S$ by $S^{-1}$ gives $S=1$; the reverse implication is immediate.

For $S=1$ to follow from idempotence, it is not enough that the vectors are nonzero and distinct. In `redundant_family`, the numbers $3/5$ and $4/5$ in $\mathbb C$ give $\mathrm{naive}(x)=(9/25+16/25)x=x$, although their overlap is $12/25$.
